# Positive belief-propagation fixed points give consistent pair beliefs and a Bethe factorisation of the joint weight

Let two neighbouring sites of an alloy have Boltzmann weights $\psi_1(a)$ and $\psi_2(b)$ for their occupations and $\psi_{12}(a,b)$ for their interaction, and let each send the other a positive message, $m_{1\to2}(b)$ and $m_{2\to1}(a)$. With beliefs $b_1\propto\psi_1m_{2\to1}$, $b_2\propto\psi_2m_{1\to2}$ and $b_{12}\propto\psi_1\psi_2\psi_{12}$, both messages cancel in $b_1b_2\cdot b_{12}/(b_1b_2)$, which leaves the joint weight up to a constant.

```lean
import Mathlib

open Finset

namespace BetheClusterVariation

noncomputable section

/-- Positive site weights and positive pair weights for sites `V` with state spaces `S i`;
a pair weight does not depend on the order in which its two sites are read. -/
structure PairModel {V : Type*} (S : V → Type*) where
  site : ∀ i, S i → ℝ
  edge : ∀ i j, S i → S j → ℝ
  site_pos : ∀ i a, 0 < site i a
  edge_pos : ∀ i j a b, 0 < edge i j a b
  edge_symm : ∀ i j a b, edge i j a b = edge j i b a

/-- Messages: `m i j b` is sent from site `i` to site `j` about the state `b` of `j`. -/
abbrev Messages {V : Type*} (S : V → Type*) := ∀ _i j : V, S j → ℝ

variable {V : Type*} [Fintype V] [LinearOrder V] {S : V → Type*} [∀ i, Fintype (S i)]
  (M : PairModel S) (G : SimpleGraph V) [DecidableRel G.Adj] (m : Messages S)

/-- The edges of the graph, each listed once with its smaller site first. -/
def edges : Finset (V × V) := univ.filter fun p => G.Adj p.1 p.2 ∧ p.1 < p.2

/-- Weight of state `a` at site `i` with the message from `j` left out. -/
def cavity (i j : V) (a : S i) : ℝ :=
  M.site i a * ∏ k ∈ (G.neighborFinset i).erase j, m k i a

/-- The belief-propagation equations, with a free constant for each directed edge. -/
def IsFixedPoint : Prop :=
  ∀ i j, G.Adj i j → ∃ c : ℝ, ∀ b, m i j b = c * ∑ a, M.edge i j a b * cavity M G m i j a

/-- Site weight times all incoming messages. -/
def siteWeight (i : V) (a : S i) : ℝ := M.site i a * ∏ k ∈ G.neighborFinset i, m k i a

/-- Pair weight times the cavity weights of its two sites. -/
def edgeWeight (i j : V) (a : S i) (b : S j) : ℝ :=
  M.edge i j a b * cavity M G m i j a * cavity M G m j i b

/-- Normalisation sum of a site. -/
def siteNorm (i : V) : ℝ := ∑ a, siteWeight M G m i a

/-- Normalisation sum of a pair of sites. -/
def edgeNorm (i j : V) : ℝ := ∑ a, ∑ b, edgeWeight M G m i j a b

/-- Site belief `b_i`, for messages with non-zero `siteNorm`. -/
def siteBelief (i : V) (a : S i) : ℝ := siteWeight M G m i a / siteNorm M G m i

/-- Edge belief `b_ij`, for messages with non-zero `edgeNorm`. -/
def edgeBelief (i j : V) (a : S i) (b : S j) : ℝ :=
  edgeWeight M G m i j a b / edgeNorm M G m i j

/-- Joint weight of a configuration: all site weights times all edge weights. -/
def jointWeight (x : ∀ i, S i) : ℝ :=
  (∏ i, M.site i (x i)) * ∏ p ∈ edges G, M.edge p.1 p.2 (x p.1) (x p.2)

/-- The Bethe product `∏ b_i ∏ b_ij / (b_i b_j)`, for non-zero site beliefs and
normalisation sums. -/
def betheProduct (x : ∀ i, S i) : ℝ :=
  (∏ i, siteBelief M G m i (x i)) * ∏ p ∈ edges G, edgeBelief M G m p.1 p.2 (x p.1) (x p.2) /
    (siteBelief M G m p.1 (x p.1) * siteBelief M G m p.2 (x p.2))

/-- A product over sites and their neighbours meets every edge once in each direction. -/
theorem prod_neighbors (f : V → V → ℝ) :
    ∏ i, ∏ k ∈ G.neighborFinset i, f i k = ∏ p ∈ edges G, (f p.1 p.2 * f p.2 p.1) := by
  have h1 : ∀ i, ∏ k ∈ G.neighborFinset i, f i k =
      ∏ k, ((if G.Adj i k ∧ i < k then f i k else 1) *
        (if G.Adj k i ∧ k < i then f i k else 1)) := by
    intro i
    have hN : G.neighborFinset i = univ.filter (fun k => G.Adj i k) := by ext; simp
    rw [hN, prod_filter]
    refine prod_congr rfl fun k _ => ?_
    by_cases h : G.Adj i k
    · rcases lt_or_gt_of_ne h.ne with hl | hl
      · simp [h, hl, lt_asymm hl]
      · simp [h, h.symm, hl, lt_asymm hl]
    · have h' : ¬ G.Adj k i := fun e => h e.symm
      simp [h, h']
  have h2 : ∏ i, ∏ k, (if G.Adj k i ∧ k < i then f i k else 1) =
      ∏ i, ∏ k, (if G.Adj i k ∧ i < k then f k i else 1) := prod_comm
  simp only [h1, prod_mul_distrib]
  rw [h2]
  simp only [edges, prod_filter, Fintype.prod_prod_type]

omit [∀ i, Fintype (S i)] in
/-- On an edge, the full weight of a site is its cavity weight times the missing message. -/
theorem siteWeight_split {i j : V} (h : G.Adj i j) (a : S i) :
    siteWeight M G m i a = cavity M G m i j a * m j i a := by
  have hj : j ∈ G.neighborFinset i := by simpa using h
  rw [siteWeight, cavity, mul_assoc, prod_erase_mul _ (fun k => m k i a) hj]

/-- Summing an edge weight over one end leaves the cavity weight of the other end times
the belief-propagation sum. -/
theorem sum_edgeWeight (i j : V) (b : S j) :
    ∑ a, edgeWeight M G m i j a b =
      cavity M G m j i b * ∑ a, M.edge i j a b * cavity M G m i j a := by
  rw [mul_sum]
  refine sum_congr rfl fun a _ => ?_
  rw [edgeWeight]
  ring

variable {m}

omit [∀ i, Fintype (S i)] in
private theorem cavity_pos (hm : ∀ i j b, 0 < m i j b) (i j : V) (a : S i) :
    0 < cavity M G m i j a :=
  mul_pos (M.site_pos i a) (prod_pos fun k _ => hm k i a)

variable [∀ i, Nonempty (S i)]

omit [LinearOrder V] in
private theorem siteNorm_pos (hm : ∀ i j b, 0 < m i j b) (i : V) : 0 < siteNorm M G m i :=
  sum_pos (fun a _ => mul_pos (M.site_pos i a) (prod_pos fun k _ => hm k i a)) univ_nonempty

private theorem edgeNorm_pos (hm : ∀ i j b, 0 < m i j b) (i j : V) :
    0 < edgeNorm M G m i j :=
  sum_pos (fun a _ => sum_pos (fun b _ => mul_pos (mul_pos (M.edge_pos i j a b)
    (cavity_pos M G hm i j a)) (cavity_pos M G hm j i b)) univ_nonempty) univ_nonempty

/-- Positive messages solve the belief-propagation equations exactly when every edge belief,
summed over the states of one end, gives the site belief of the other end. -/
theorem isFixedPoint_iff_marginals (hm : ∀ i j b, 0 < m i j b) :
    IsFixedPoint M G m ↔
      ∀ i j, G.Adj i j → ∀ b, ∑ a, edgeBelief M G m i j a b = siteBelief M G m j b := by
  constructor
  · intro hfix i j h b
    obtain ⟨c, hc⟩ := hfix i j h
    have hc0 : c ≠ 0 := by
      intro h0
      have hb := hm i j b
      rw [hc b, h0, zero_mul] at hb
      exact lt_irrefl _ hb
    -- the site weight is the summed edge weight, up to the constant of the message
    have hw : ∀ b, siteWeight M G m j b = c * ∑ a, edgeWeight M G m i j a b := by
      intro b
      rw [sum_edgeWeight, siteWeight_split M G m h.symm, hc b]
      ring
    have hz : siteNorm M G m j = c * edgeNorm M G m i j := by
      rw [siteNorm, edgeNorm, sum_comm, mul_sum]
      exact sum_congr rfl fun b _ => hw b
    simp only [edgeBelief, siteBelief]
    rw [← sum_div, hw, hz, mul_div_mul_left _ _ hc0]
  · intro H i j h
    have hE := (edgeNorm_pos M G hm i j).ne'
    have hS := (siteNorm_pos M G hm j).ne'
    refine ⟨siteNorm M G m j / edgeNorm M G m i j, fun b => ?_⟩
    have hb := H i j h b
    simp only [edgeBelief, siteBelief] at hb
    rw [← sum_div, sum_edgeWeight, siteWeight_split M G m h.symm, div_eq_div_iff hE hS] at hb
    rw [div_mul_eq_mul_div, eq_div_iff hE]
    -- the common cavity weight cancels
    apply mul_left_cancel₀ (cavity_pos M G hm j i b).ne'
    linear_combination -hb

omit [∀ i, Nonempty (S i)] in
/-- An edge belief does not depend on the order in which the two sites are read. -/
theorem edgeBelief_symm (i j : V) (a : S i) (b : S j) :
    edgeBelief M G m i j a b = edgeBelief M G m j i b a := by
  have hw : ∀ a b, edgeWeight M G m i j a b = edgeWeight M G m j i b a := by
    intro a b
    rw [edgeWeight, edgeWeight, M.edge_symm i j a b]
    ring
  have hz : edgeNorm M G m i j = edgeNorm M G m j i :=
    sum_comm.trans (sum_congr rfl fun b _ => sum_congr rfl fun a _ => hw a b)
  rw [edgeBelief, edgeBelief, hw, hz]

/-- For any positive messages the joint weight is a positive constant times the
Bethe product. -/
theorem jointWeight_eq_betheProduct (hm : ∀ i j b, 0 < m i j b) :
    ∃ Z : ℝ, 0 < Z ∧ ∀ x, jointWeight M G x = Z * betheProduct M G m x := by
  have hS := siteNorm_pos M G hm
  have hE := edgeNorm_pos M G hm
  refine ⟨(∏ i, siteNorm M G m i) * ∏ p ∈ edges G,
    edgeNorm M G m p.1 p.2 / (siteNorm M G m p.1 * siteNorm M G m p.2),
    mul_pos (prod_pos fun i _ => hS i)
      (prod_pos fun p _ => div_pos (hE _ _) (mul_pos (hS _) (hS _))), fun x => ?_⟩
  have hn : ∏ i, ∏ k ∈ G.neighborFinset i, m k i (x i) =
      ∏ p ∈ edges G, (m p.2 p.1 (x p.1) * m p.1 p.2 (x p.2)) :=
    prod_neighbors G fun i k => m k i (x i)
  -- the site beliefs carry every message once
  have hs : ∏ i, siteBelief M G m i (x i) = (∏ i, M.site i (x i)) *
      (∏ p ∈ edges G, (m p.2 p.1 (x p.1) * m p.1 p.2 (x p.2))) / ∏ i, siteNorm M G m i := by
    rw [← hn, ← prod_mul_distrib, ← prod_div_distrib]
    rfl
  -- the edge ratios carry the inverse of every message once
  have he : ∀ p ∈ edges G, M.edge p.1 p.2 (x p.1) (x p.2) =
      (m p.2 p.1 (x p.1) * m p.1 p.2 (x p.2)) *
      (edgeNorm M G m p.1 p.2 / (siteNorm M G m p.1 * siteNorm M G m p.2)) *
      (edgeBelief M G m p.1 p.2 (x p.1) (x p.2) /
        (siteBelief M G m p.1 (x p.1) * siteBelief M G m p.2 (x p.2))) := by
    intro p hp
    have hA : G.Adj p.1 p.2 := (mem_filter.mp hp).2.1
    have h1 := (hS p.1).ne'
    have h2 := (hS p.2).ne'
    have h3 := (hE p.1 p.2).ne'
    have h4 := (hm p.2 p.1 (x p.1)).ne'
    have h5 := (hm p.1 p.2 (x p.2)).ne'
    have h6 := (cavity_pos M G hm p.1 p.2 (x p.1)).ne'
    have h7 := (cavity_pos M G hm p.2 p.1 (x p.2)).ne'
    rw [siteBelief, siteBelief, edgeBelief, edgeWeight, siteWeight_split M G m hA,
      siteWeight_split M G m hA.symm]
    field_simp
  have key : ∀ F A B C z : ℝ, z ≠ 0 → F * (A * B * C) = (z * B) * (F * A / z * C) := by
    intro F A B C z hz
    field_simp
  rw [jointWeight, prod_congr rfl he, prod_mul_distrib, prod_mul_distrib, betheProduct, hs]
  exact key _ _ _ _ _ (prod_pos fun i _ => hS i).ne'

/-- At a positive solution of the belief-propagation equations both marginals of every edge
belief are the site beliefs, and the joint weight is a positive constant times the
Bethe product. -/
theorem bethe_factorisation (hm : ∀ i j b, 0 < m i j b) (hfix : IsFixedPoint M G m) :
    (∀ i j, G.Adj i j →
      (∀ a, ∑ b, edgeBelief M G m i j a b = siteBelief M G m i a) ∧
      (∀ b, ∑ a, edgeBelief M G m i j a b = siteBelief M G m j b)) ∧
    ∃ Z : ℝ, 0 < Z ∧ ∀ x, jointWeight M G x = Z * betheProduct M G m x := by
  have H := (isFixedPoint_iff_marginals M G hm).mp hfix
  refine ⟨fun i j h => ⟨fun a => ?_, H i j h⟩, jointWeight_eq_betheProduct M G hm⟩
  rw [← H j i h.symm a]
  exact sum_congr rfl fun b _ => edgeBelief_symm M G i j a b

/-- The Ising model without field: pair weight `exp K` for equal and `exp (-K)` for
opposite spins. -/
def isingModel (V : Type*) (K : ℝ) : PairModel (fun _ : V => Bool) where
  site := fun _ _ => 1
  edge := fun _ _ (a b : Bool) => Real.exp (if a = b then K else -K)
  site_pos := fun _ _ => one_pos
  edge_pos := fun _ _ _ _ => Real.exp_pos _
  edge_symm := fun _ _ (a b : Bool) => by cases a <;> cases b <;> simp

/-- Uniform messages solve the belief-propagation equations of the Ising model without field,
on every finite graph and for every coupling. -/
theorem isFixedPoint_witness (K : ℝ) :
    IsFixedPoint (isingModel V K) G (fun _ _ _ => 1) := by
  intro i j _
  refine ⟨(Real.exp K + Real.exp (-K))⁻¹, fun b => ?_⟩
  have hne : Real.exp K + Real.exp (-K) ≠ 0 := by positivity
  have hs : ∑ a : Bool, (isingModel V K).edge i j a b *
      cavity (isingModel V K) G (fun _ _ _ => 1) i j a = Real.exp K + Real.exp (-K) := by
    cases b <;> simp [isingModel, cavity, add_comm]
  have h1 : (1 : ℝ) = (Real.exp K + Real.exp (-K))⁻¹ * ∑ a : Bool,
      (isingModel V K).edge i j a b *
        cavity (isingModel V K) G (fun _ _ _ => 1) i j a := by
    rw [hs, inv_mul_cancel₀ hne]
  exact h1

end

end BetheClusterVariation
```

```lean
#print axioms BetheClusterVariation.bethe_factorisation
-- 'BetheClusterVariation.bethe_factorisation' depends on axioms: [propext, Classical.choice, Quot.sound]
```

## From two sites to a lattice

In the two-site case, the belief-propagation equation $m_{1\to2}(b)\propto\sum_a\psi_{12}(a,b)\psi_1(a)$ also makes $b_2$ the marginal of $b_{12}$. On a larger graph a site can have several neighbours, and the message it sends to one of them combines its own weight with the messages from all the others, leaving out what that neighbour told it. This is the purpose of the cavity weight
$$\kappa_{i\setminus j}(a)=\psi_i(a)\prod_{k\in N(i)\setminus j}m_{k\to i}(a),$$
where $N(i)$ is the set of neighbours of $i$. The unnormalised site and pair weights are
$$w_i(a)=\psi_i(a)\prod_{k\in N(i)}m_{k\to i}(a),\qquad w_{ij}(a,b)=\psi_{ij}(a,b)\,\kappa_{i\setminus j}(a)\,\kappa_{j\setminus i}(b).$$
With their sums $z_i$ and $z_{ij}$, the beliefs are $b_i=w_i/z_i$ and $b_{ij}=w_{ij}/z_{ij}$.

## Why the marginals agree

On an edge, $w_j(b)=\kappa_{j\setminus i}(b)\,m_{i\to j}(b)$. Summing the pair weight over the state of $i$ gives
$$\sum_a w_{ij}(a,b)=\kappa_{j\setminus i}(b)\sum_a\psi_{ij}(a,b)\,\kappa_{i\setminus j}(a).$$
The belief-propagation equation says that $m_{i\to j}(b)=c\sum_a\psi_{ij}(a,b)\kappa_{i\setminus j}(a)$, with $c$ independent of $b$. Hence $w_j(b)=c\sum_a w_{ij}(a,b)$. Summing over $b$ gives $z_j=c\,z_{ij}$, and division removes $c$:
$$\sum_a b_{ij}(a,b)=b_j(b).$$
The other marginal follows from the message in the opposite direction and $b_{ij}(a,b)=b_{ji}(b,a)$.

Conversely, if the marginals agree, the positive factor $\kappa_{j\setminus i}(b)$ cancels from both sides, and the belief-propagation equation returns with $c=z_j/z_{ij}$.

## Why the messages cancel

For a configuration $x$, splitting both site weights on an edge gives
$$\frac{b_{ij}(x_i,x_j)}{b_i(x_i)b_j(x_j)}=\frac{z_iz_j}{z_{ij}}\,\frac{\psi_{ij}(x_i,x_j)}{m_{j\to i}(x_i)\,m_{i\to j}(x_j)}.$$
The product of all site beliefs contains each directed message once in the numerator. The product of these ratios over edges contains each once in the denominator. What remains is
$$\prod_i\psi_i\prod_{(ij)}\psi_{ij}=Z\prod_i b_i\prod_{(ij)}\frac{b_{ij}}{b_ib_j},\qquad Z=\prod_i z_i\prod_{(ij)}\frac{z_{ij}}{z_iz_j}.$$
This holds for any positive messages; the fixed-point equations are used only for the marginals.

## What the Lean statement says

`PairModel` holds the weights $\psi_i$ and $\psi_{ij}$ as `site` and `edge`. They stand for Boltzmann factors of finite site and pair energies, with any chemical potentials included in the site terms. Their positivity therefore excludes hard constraints such as forbidden neighbour pairs. The condition `edge_symm` says that reading a bond from its other end does not change its energy.

Each site has its own finite, non-empty state space `S i`, so sublattices may host different species. The graph `G` is finite and may contain cycles. The order on `V` has no physical content: `edges` uses it to list each bond once. In `m i j b`, the sender is `i`, the receiver is `j`, and `b` is a state of the receiver. Messages are defined and assumed positive for all ordered pairs, but those between non-neighbours never enter the formulas.

`IsFixedPoint` allows a separate constant for every directed edge, so messages need no particular normalisation. `bethe_factorisation` takes positive messages satisfying it and returns both marginal identities, together with one $Z>0$ that serves all configurations. This $Z$ need not be the partition function, which is $Z$ times the sum of the Bethe product over configurations.

The pair approximation of the cluster variation method imposes the same marginal constraints on its site and pair probabilities; here they are established for finite graphs with pair interactions, without a variational free energy. The step left to the user is to read the beliefs as the equilibrium probabilities of the alloy, which on a graph with cycles is in general an approximation.

The Ising model without field shows the difference. `isFixedPoint_witness` proves that uniform messages solve its equations on every finite graph, for every reduced coupling $K$. The resulting normalised beliefs are $1/2$ for each spin and $e^{\pm K}/(4\cosh K)$ for each pair state. On a triangle, direct enumeration, done here outside Lean, gives a different probability of equal neighbouring spins whenever $K\neq0$, although the factorisation is exact.

## How Lean carries out the two arguments

`siteWeight_split` restores the missing message to a cavity weight, and `sum_edgeWeight` takes the common cavity weight out of the sum. `isFixedPoint_iff_marginals` combines them. In its forward direction, positive messages force $c\neq0$, `hw` and `hz` are the two proportionalities above, and `mul_div_mul_left` cancels $c$. In the reverse direction, `mul_left_cancel₀` removes the cavity weight.

`prod_neighbors` does the counting for the factorisation. It separates each site's neighbours into larger and smaller ones, then exchanges the two products with `prod_comm`, so that each bond collects both of its directions. In `jointWeight_eq_betheProduct`, `hs` collects the messages in the site beliefs and `he` solves the edge-ratio identity for $\psi_{ij}$. The positivity lemmas, and the hypothesis `hm` for the messages themselves, show that the denominators cleared by `field_simp` are non-zero.

Finally, `bethe_factorisation` obtains one marginal from the equivalence and the other through `edgeBelief_symm`, then adds the factorisation.
